# Sign correction in 2 × 2 Procrustes alignment: for $M=\mathrm{diag}(s_1,-s_2)$ with $s_1\ge s_2\ge0$, the maximum of $\operatorname{tr}(R^TM)$ is $s_1+s_2$ over O(2) and $s_1-s_2$ over SO(2)

An alignment routine that computes a singular value decomposition $M=U\Sigma V^T$ and returns $UV^T$ can return a reflection. Let the columns of $X$ be points in the plane with $XX^T=\mathrm{diag}(s_1,s_2)$, $s_1\ge s_2\ge 0$, and let $Y=\mathrm{diag}(1,-1)X$ be their mirror image. Then $M=YX^T=\mathrm{diag}(s_1,-s_2)$, and the reflection $R=\mathrm{diag}(1,-1)$ maps $X$ onto $Y$ with zero residual. The best rotation within the plane leaves a squared residual of $4s_2$, so the uncorrected routine reports a perfect match that no such rotation achieves when $s_2>0$.

## The bound

A real square matrix $R$ is orthogonal if $R^TR=1$ and a rotation if also $\det R=1$. For $M=\mathrm{diag}(s_1,-s_2)$ with $s_1\ge s_2\ge0$,
$$\max_{R\in O(2)}\operatorname{tr}(R^TM)=s_1+s_2,\qquad \max_{R\in SO(2)}\operatorname{tr}(R^TM)=s_1-s_2 .$$
For $M=U\,\mathrm{diag}(s_1,s_2)V^T$ with $U,V$ orthogonal, $s_1\ge s_2\ge0$ and $d=\det U\det V$, the matrix $U\,\mathrm{diag}(1,d)V^T$ is a rotation and attains the maximum $s_1+ds_2$ over rotations.

## Where a code relies on it

Structure superposition needs $\det R=1$ to preserve handedness, and an orbital rotation written as $\exp\kappa$ with real antisymmetric $\kappa$ also has determinant one; the sign-corrected results here cover point sets rotated within their plane or a pair of real orbitals rotated into each other. They do not apply to a planar molecule free to turn in space, which a half-turn about an axis in its plane superposes on its mirror image in that axis. The line of code at stake multiplies the column of $U$ belonging to the smaller singular value by $d$.

## Derivation

For $n\times m$ matrices $X,Y$, orthogonal $n\times n$ $R$, and $\|A\|^2=\operatorname{tr}(A^TA)$, expanding the square and using $(RX)^T(RX)=X^TX$ and cyclicity of the trace gives
$$\|Y-RX\|^2=\|Y\|^2+\|X\|^2-2\operatorname{tr}(R^TYX^T).$$
Minimising the residual means maximising $\operatorname{tr}(R^TM)$ with $M=YX^T$.

The diagonal of $R^TR=1$ reads $\sum_kR_{ki}^2=1$, so $|R_{ii}|\le1$. For real numbers $d_i$, $\operatorname{tr}(R^T\mathrm{diag}(d_i))=\sum_iR_{ii}d_i\le\sum_i|d_i|$, with equality for the diagonal matrix whose entries are $+1$ where $d_i\ge0$ and $-1$ elsewhere. The entries $(s_1,-s_2)$ give $s_1+s_2$.

For a $2\times2$ rotation, with rows and columns numbered 0 and 1, unit columns and $R_{00}R_{11}-R_{01}R_{10}=1$ give
$$(R_{11}-R_{00})^2+(R_{01}+R_{10})^2=1+1-2=0,$$
so $R_{11}=R_{00}$ and $R_{01}=-R_{10}$. Hence $\operatorname{tr}(R^T\mathrm{diag}(p,q))=R_{00}(p+q)$ for real $p,q$. If $p+q\ge0$ this is at most $p+q$, reached at $R=1$. Setting $p=s_1$, $q=-s_2$ gives $s_1-s_2$. If $s_1>s_2$, equality forces $R_{00}=1$, then $R_{10}=0$ from $R_{00}^2+R_{10}^2=1$, so $R=1$.

For the factorised $M$, orthogonality gives $(\det U)^2=(\det V)^2=1$, so $d^2=1$. With $F=\mathrm{diag}(1,d)$ and $D=\mathrm{diag}(s_1,ds_2)$ one has $F^2=1$ and $\mathrm{diag}(s_1,s_2)=DF$, and
$$\operatorname{tr}(R^TUDFV^T)=\operatorname{tr}(FV^TR^TUD)=\operatorname{tr}(Q^TD),\qquad Q=U^TRVF.$$
For a rotation $R$, $Q$ is orthogonal with $\det Q=d^2=1$, and $s_1+ds_2\ge0$ for $d=\pm1$, so the trace is at most $s_1+ds_2$. The choice $R=UFV^T$ has determinant $d^2=1$ and makes $Q=1$.

## The file

In Lean 4 with Mathlib:

```lean
import Mathlib

open Matrix

namespace KabschSign

variable {n m : Type*} [Fintype n] [DecidableEq n] [Fintype m]

/-- A real square matrix is orthogonal when `Rᵀ R = 1`. -/
def IsOrth (R : Matrix n n ℝ) : Prop := Rᵀ * R = 1

/-- A proper rotation: an orthogonal matrix of determinant one. -/
def IsRotation (R : Matrix n n ℝ) : Prop := IsOrth R ∧ R.det = 1

/-- The Procrustes objective `tr (Rᵀ M)`. -/
def overlap (R M : Matrix n n ℝ) : ℝ := trace (Rᵀ * M)

/-- The values of `tr (Rᵀ M)` as `R` runs over all orthogonal matrices. -/
def orthValues (M : Matrix n n ℝ) : Set ℝ := {t | ∃ R, IsOrth R ∧ overlap R M = t}

/-- The values of `tr (Rᵀ M)` as `R` runs over the proper rotations. -/
def rotValues (M : Matrix n n ℝ) : Set ℝ := {t | ∃ R, IsRotation R ∧ overlap R M = t}

/-- The sign-corrected alignment matrix `U diag(1, det U det V) Vᵀ` in two dimensions. -/
def kabschRotation (U V : Matrix (Fin 2) (Fin 2) ℝ) : Matrix (Fin 2) (Fin 2) ℝ :=
  U * diagonal ![1, U.det * V.det] * Vᵀ

/-- For orthogonal `R`, the squared Frobenius distance between `Y` and `R X` equals
`‖Y‖² + ‖X‖² - 2 tr (Rᵀ Y Xᵀ)`. -/
theorem residual_eq {R : Matrix n n ℝ} (hR : IsOrth R) (X Y : Matrix n m ℝ) :
    trace ((Y - R * X)ᵀ * (Y - R * X))
      = trace (Yᵀ * Y) + trace (Xᵀ * X) - 2 * overlap R (Y * Xᵀ) := by
  have hR' : Rᵀ * R = 1 := hR
  have h1 : (R * X)ᵀ * (R * X) = Xᵀ * X := by
    rw [transpose_mul, Matrix.mul_assoc, ← Matrix.mul_assoc Rᵀ, hR', Matrix.one_mul]
  have h2 : trace ((R * X)ᵀ * Y) = overlap R (Y * Xᵀ) := by
    unfold overlap
    rw [transpose_mul, Matrix.mul_assoc, trace_mul_comm, Matrix.mul_assoc]
  have h3 : trace (Yᵀ * (R * X)) = trace ((R * X)ᵀ * Y) := by
    rw [← trace_transpose (Yᵀ * (R * X)), transpose_mul Yᵀ (R * X), transpose_transpose]
  simp only [transpose_sub, Matrix.sub_mul, Matrix.mul_sub, trace_sub]
  rw [h1, h3, h2]
  ring

/-- Diagonal entries of an orthogonal matrix have absolute value at most one. -/
theorem abs_diag_le_one {R : Matrix n n ℝ} (hR : IsOrth R) (i : n) : |R i i| ≤ 1 := by
  have hR' : Rᵀ * R = 1 := hR
  -- column `i` is a unit vector
  have h : ∑ k, R k i * R k i = 1 := by
    simpa [Matrix.mul_apply] using congrFun (congrFun hR' i) i
  have h1 : R i i * R i i ≤ ∑ k, R k i * R k i :=
    Finset.single_le_sum (f := fun k => R k i * R k i) (fun k _ => mul_self_nonneg _)
      (Finset.mem_univ i)
  rw [h] at h1
  exact abs_le.mpr ⟨by nlinarith, by nlinarith⟩

/-- In any dimension, the maximum of `tr (Rᵀ diag d)` over orthogonal `R` is `∑ |dᵢ|`. -/
theorem orth_max (d : n → ℝ) : IsGreatest (orthValues (diagonal d)) (∑ i, |d i|) := by
  have key : ∀ R : Matrix n n ℝ, overlap R (diagonal d) = ∑ i, R i i * d i := fun R => by
    simp [overlap, Matrix.trace, Matrix.mul_diagonal]
  constructor
  · -- the diagonal matrix of signs reaches the bound
    refine ⟨diagonal fun i => if 0 ≤ d i then 1 else -1, ?_, ?_⟩
    · unfold IsOrth
      rw [diagonal_transpose, diagonal_mul_diagonal, ← diagonal_one]
      congr 1
      funext i
      by_cases h : 0 ≤ d i <;> simp [h]
    · rw [key]
      refine Finset.sum_congr rfl fun i _ => ?_
      by_cases h : 0 ≤ d i
      · simp [h, abs_of_nonneg h]
      · simp [h, abs_of_neg (not_le.mp h)]
  · rintro t ⟨R, hR, rfl⟩
    rw [key]
    refine Finset.sum_le_sum fun i _ => ?_
    calc R i i * d i ≤ |R i i * d i| := le_abs_self _
      _ = |R i i| * |d i| := abs_mul _ _
      _ ≤ 1 * |d i| := mul_le_mul_of_nonneg_right (abs_diag_le_one hR i) (abs_nonneg _)
      _ = |d i| := one_mul _

/-- A 2 by 2 rotation has equal diagonal entries `c`, opposite off-diagonal entries `∓s`,
and `c² + s² = 1`. -/
theorem rotation_entries {R : Matrix (Fin 2) (Fin 2) ℝ} (hR : IsRotation R) :
    R 1 1 = R 0 0 ∧ R 0 1 = -R 1 0 ∧ R 0 0 ^ 2 + R 1 0 ^ 2 = 1 := by
  have hR' : Rᵀ * R = 1 := hR.1
  have hd := hR.2
  rw [det_fin_two] at hd
  have h0 : R 0 0 * R 0 0 + R 1 0 * R 1 0 = 1 := by
    simpa [Matrix.mul_apply, Fin.sum_univ_two] using congrFun (congrFun hR' 0) 0
  have h1 : R 0 1 * R 0 1 + R 1 1 * R 1 1 = 1 := by
    simpa [Matrix.mul_apply, Fin.sum_univ_two] using congrFun (congrFun hR' 1) 1
  -- unit columns and unit determinant force a vanishing sum of squares
  have hs : (R 1 1 - R 0 0) ^ 2 + (R 0 1 + R 1 0) ^ 2 = 0 := by
    linear_combination h0 + h1 - 2 * hd
  have e1 : (R 1 1 - R 0 0) ^ 2 = 0 :=
    le_antisymm (by linarith [sq_nonneg (R 0 1 + R 1 0)]) (sq_nonneg _)
  have e2 : (R 0 1 + R 1 0) ^ 2 = 0 :=
    le_antisymm (by linarith [sq_nonneg (R 1 1 - R 0 0)]) (sq_nonneg _)
  have f1 := (pow_eq_zero_iff two_ne_zero).mp e1
  have f2 := (pow_eq_zero_iff two_ne_zero).mp e2
  exact ⟨by linarith, by linarith, by linear_combination h0⟩

/-- For a 2 by 2 rotation, `tr (Rᵀ diag(p, q)) = R₀₀ (p + q)`. -/
theorem rotation_overlap {R : Matrix (Fin 2) (Fin 2) ℝ} (hR : IsRotation R) (p q : ℝ) :
    overlap R (diagonal ![p, q]) = R 0 0 * (p + q) := by
  have h : overlap R (diagonal ![p, q]) = R 0 0 * p + R 1 1 * q := by
    simp [overlap, Matrix.trace, Matrix.mul_diagonal, Fin.sum_univ_two]
  rw [h, (rotation_entries hR).1]
  ring

/-- If `p + q ≥ 0`, the maximum of `tr (Rᵀ diag(p, q))` over rotations is `p + q`. -/
theorem rotation_max {p q : ℝ} (h : 0 ≤ p + q) :
    IsGreatest (rotValues (diagonal ![p, q])) (p + q) := by
  have h1 : IsRotation (1 : Matrix (Fin 2) (Fin 2) ℝ) := ⟨by simp [IsOrth], by simp⟩
  constructor
  · exact ⟨1, h1, by rw [rotation_overlap h1]; simp⟩
  · rintro t ⟨R, hR, rfl⟩
    rw [rotation_overlap hR]
    exact mul_le_of_le_one_left h (abs_le.mp (abs_diag_le_one hR.1 0)).2

/-- For `M = diag(s₁, -s₂)` with `s₁ ≥ s₂ ≥ 0`, the maximum of `tr (Rᵀ M)` is `s₁ + s₂` over
orthogonal matrices and `s₁ - s₂` over rotations. -/
theorem kabsch_sign_correction {s₁ s₂ : ℝ} (h : s₂ ≤ s₁) (h₂ : 0 ≤ s₂) :
    IsGreatest (orthValues (diagonal ![s₁, -s₂])) (s₁ + s₂) ∧
      IsGreatest (rotValues (diagonal ![s₁, -s₂])) (s₁ - s₂) := by
  have h₁ : 0 ≤ s₁ := h₂.trans h
  have hsum : ∑ i, |![s₁, -s₂] i| = s₁ + s₂ := by
    simp [Fin.sum_univ_two, abs_of_nonneg h₁, abs_of_nonneg h₂]
  refine ⟨hsum ▸ orth_max ![s₁, -s₂], ?_⟩
  rw [sub_eq_add_neg]
  exact rotation_max (by linarith)

/-- For `s₁ > s₂`, a rotation gives `tr (Rᵀ diag(s₁, -s₂)) = s₁ - s₂` exactly when it is the
identity. -/
theorem optimal_rotation_unique {s₁ s₂ : ℝ} (h : s₂ < s₁) {R : Matrix (Fin 2) (Fin 2) ℝ}
    (hR : IsRotation R) : overlap R (diagonal ![s₁, -s₂]) = s₁ - s₂ ↔ R = 1 := by
  rw [rotation_overlap hR]
  constructor
  · intro hv
    obtain ⟨a, b, c⟩ := rotation_entries hR
    have hz : (R 0 0 - 1) * (s₁ - s₂) = 0 := by linear_combination hv
    have e00 : R 0 0 = 1 := by
      rcases mul_eq_zero.mp hz with h0 | h0 <;> linarith
    have hsq : R 1 0 ^ 2 = 0 := by rw [e00] at c; linarith
    have e10 : R 1 0 = 0 := (pow_eq_zero_iff two_ne_zero).mp hsq
    have e11 : R 1 1 = 1 := a.trans e00
    have e01 : R 0 1 = 0 := by rw [b, e10, neg_zero]
    ext i j
    fin_cases i <;> fin_cases j <;> simp [e00, e01, e10, e11]
  · rintro rfl
    simp [sub_eq_add_neg]

/-- For `M = U diag(s₁, s₂) Vᵀ` with `U`, `V` orthogonal, `s₁ ≥ s₂ ≥ 0` and `d = det U det V`,
the matrix `U diag(1, d) Vᵀ` is a rotation, gives `tr (Rᵀ M) = s₁ + d s₂`, and this is the
maximum over rotations. -/
theorem kabsch_svd {U V : Matrix (Fin 2) (Fin 2) ℝ} (hU : IsOrth U) (hV : IsOrth V)
    {s₁ s₂ : ℝ} (h : s₂ ≤ s₁) (h₂ : 0 ≤ s₂) :
    IsRotation (kabschRotation U V) ∧
      overlap (kabschRotation U V) (U * diagonal ![s₁, s₂] * Vᵀ) = s₁ + U.det * V.det * s₂ ∧
      IsGreatest (rotValues (U * diagonal ![s₁, s₂] * Vᵀ)) (s₁ + U.det * V.det * s₂) := by
  obtain ⟨d, hdd⟩ : ∃ d, d = U.det * V.det := ⟨_, rfl⟩
  obtain ⟨F, hFdef⟩ : ∃ F : Matrix (Fin 2) (Fin 2) ℝ, F = diagonal ![1, d] := ⟨_, rfl⟩
  unfold kabschRotation
  rw [← hdd, ← hFdef]
  have hU' : Uᵀ * U = 1 := hU
  have hV' : Vᵀ * V = 1 := hV
  have hdet : ∀ A : Matrix (Fin 2) (Fin 2) ℝ, Aᵀ * A = 1 → A.det * A.det = 1 := by
    intro A hA
    have := congrArg det hA
    rwa [det_mul, det_transpose, det_one] at this
  have hd : d * d = 1 := by
    rw [hdd]
    linear_combination (V.det * V.det) * hdet U hU' + hdet V hV'
  have hF : F * F = 1 := by
    rw [hFdef, diagonal_mul_diagonal, ← diagonal_one]
    congr 1
    funext i
    fin_cases i <;> simp [hd]
  have hFT : Fᵀ = F := by rw [hFdef, diagonal_transpose]
  have hFdet : F.det = d := by simp [hFdef, det_diagonal, Fin.prod_univ_two]
  have hFD : diagonal ![s₁, s₂] = diagonal ![s₁, d * s₂] * F := by
    have : d * s₂ * d = s₂ := by linear_combination s₂ * hd
    rw [hFdef, diagonal_mul_diagonal]
    congr 1
    funext i
    fin_cases i <;> simp [this]
  -- cyclicity of the trace moves `U`, `V` and the sign onto the rotation
  have key : ∀ R, overlap R (U * diagonal ![s₁, s₂] * Vᵀ)
      = overlap (Uᵀ * R * V * F) (diagonal ![s₁, d * s₂]) := by
    intro R
    have : Rᵀ * (U * (diagonal ![s₁, d * s₂] * F) * Vᵀ)
        = (Rᵀ * U * diagonal ![s₁, d * s₂]) * (F * Vᵀ) := by simp only [Matrix.mul_assoc]
    unfold overlap
    rw [hFD, this, trace_mul_comm]
    simp only [transpose_mul, transpose_transpose, hFT, Matrix.mul_assoc]
  have hmul : ∀ {A B : Matrix (Fin 2) (Fin 2) ℝ}, IsOrth A → IsOrth B → IsOrth (A * B) := by
    intro A B hA hB
    unfold IsOrth at hA hB ⊢
    rw [transpose_mul, Matrix.mul_assoc, ← Matrix.mul_assoc Aᵀ, hA, Matrix.one_mul, hB]
  have htr : ∀ {A : Matrix (Fin 2) (Fin 2) ℝ}, IsOrth A → IsOrth Aᵀ := by
    intro A hA
    unfold IsOrth at hA ⊢
    rw [transpose_transpose]
    exact mul_eq_one_comm.mp hA
  have hFo : IsOrth F := by
    unfold IsOrth
    rw [hFT, hF]
  have hK : IsRotation (U * F * Vᵀ) := by
    refine ⟨hmul (hmul hU hFo) (htr hV), ?_⟩
    simp only [det_mul, det_transpose, hFdet]
    linear_combination hd - d * hdd
  have hval : overlap (U * F * Vᵀ) (U * diagonal ![s₁, s₂] * Vᵀ) = s₁ + d * s₂ := by
    have h1 : IsRotation (1 : Matrix (Fin 2) (Fin 2) ℝ) := ⟨by simp [IsOrth], by simp⟩
    have hone : Uᵀ * (U * F * Vᵀ) * V * F = 1 := by
      calc Uᵀ * (U * F * Vᵀ) * V * F = (Uᵀ * U) * F * (Vᵀ * V) * F := by
            simp only [Matrix.mul_assoc]
        _ = 1 := by rw [hU', hV', Matrix.one_mul, Matrix.mul_one, hF]
    rw [key, hone, rotation_overlap h1]
    simp
  have hpos : 0 ≤ s₁ + d * s₂ := by
    rcases mul_self_eq_one_iff.mp hd with e | e <;> rw [e] <;> linarith
  refine ⟨hK, hval, ⟨_, hK, hval⟩, ?_⟩
  rintro t ⟨R, hR, rfl⟩
  have hQ : IsRotation (Uᵀ * R * V * F) := by
    refine ⟨hmul (hmul (hmul (htr hU) hR.1) hV) hFo, ?_⟩
    simp only [det_mul, det_transpose, hR.2, hFdet]
    linear_combination hd - d * hdd
  rw [key]
  exact (rotation_max hpos).2 ⟨_, hQ, rfl⟩

end KabschSign
```

```lean
#print axioms KabschSign.residual_eq
-- 'KabschSign.residual_eq' depends on axioms: [propext, Classical.choice, Quot.sound]
#print axioms KabschSign.kabsch_sign_correction
-- 'KabschSign.kabsch_sign_correction' depends on axioms: [propext, Classical.choice, Quot.sound]
#print axioms KabschSign.optimal_rotation_unique
-- 'KabschSign.optimal_rotation_unique' depends on axioms: [propext, Classical.choice, Quot.sound]
#print axioms KabschSign.kabsch_svd
-- 'KabschSign.kabsch_svd' depends on axioms: [propext, Classical.choice, Quot.sound]
```

## Reading the statements

`IsOrth` and `IsRotation` are the two conditions on $R$, and `overlap R M` is $\operatorname{tr}(R^TM)$. The sets `orthValues M` and `rotValues M` collect the values of this trace over orthogonal matrices and over rotations. `IsGreatest S a` says that `a` lies in `S` and bounds it from above, so each maximum is attained. `residual_eq`, `abs_diag_le_one` and `orth_max` hold for any finite index types; the remaining theorems use `Fin 2`. Points are columns and $R$ acts from the left, which fixes $M=YX^T$; a code that forms $XY^T$ has $U$ and $V$ exchanged.

The proofs follow the derivation. `abs_diag_le_one` extracts the unit column and bounds one term by the sum with `Finset.single_le_sum`. `orth_max` supplies the sign matrix and then bounds term by term in the `calc` chain. In `rotation_entries`, `linear_combination h0 + h1 - 2 * hd` is the $1+1-2=0$ above. `rotation_overlap` and `rotation_max` give $R_{00}(p+q)$ and its maximum, and `kabsch_sign_correction` joins `orth_max` with `rotation_max`. In `kabsch_svd`, `key` is the trace identity for $Q$, `hK` and `hQ` show that $UFV^T$ and $Q$ are rotations, and `hpos` splits on $d=\pm1$.

## Limits of the guarantee

The Kabsch procedure aligns centred point sets in three dimensions with the correction $\mathrm{diag}(1,1,d)$. The rotation results here are two-dimensional, and their proof uses $R_{11}=R_{00}$, which is particular to SO(2). `kabsch_svd` takes the factorisation as given, with sorted non-negative $s_1,s_2$; existence of the decomposition is not part of it. The maximum over all orthogonal matrices and the uniqueness statement `optimal_rotation_unique` are proved for diagonal $M$ only. Translations, weights and rounding errors are absent, and $d$ is exactly $\pm1$.

The following examples, like the one in the opening, are evaluated on paper and are not theorems of the file. Without $s_2\le s_1$, take $s_1=0$, $s_2=1$: the rotation $R=-1$ gives $\operatorname{tr}(R^T\mathrm{diag}(0,-1))=1$, above $s_1-s_2=-1$. This corresponds to a code that flips the sign on the larger singular value. Without $0\le s_2$, take $s_1=1$, $s_2=-1$: $M$ is the identity and the orthogonal maximum is $2$, not $s_1+s_2=0$. With $s_1=s_2$ every rotation gives $\operatorname{tr}(R^T\mathrm{diag}(s_1,-s_2))=0$, so uniqueness fails while the maximum value stands.
